# A Ritz value below every positive eigenvalue of a Dirac-type matrix

## Can a two-vector trial space put an energy between the exact levels?

For $m,b>0$, the matrix
$$H=\begin{pmatrix} mI & b\sigma_x\\ b\sigma_x & -mI\end{pmatrix}$$
satisfies $H^2=(m^2+b^2)I$, so its only possible eigenvalues are $\pm\sqrt{m^2+b^2}$. Yet if I restrict it to the first upper and the first lower basis vector, I get the Ritz value $m$, which is below every positive eigenvalue. I'd like to see this made rigorous and machine-checked, and to know which choice of lower vector repairs it.

## Answer: the overlap through the coupling decides

The claim holds, and it is one case of a formula. Replace $\sigma_x$ by a unitary matrix $U$ of any finite size. Take a normalised upper vector $u$ and a normalised lower vector $v$, and set $w=\langle u,Uv\rangle$. The Ritz values are the real solutions of $\theta^2=m^2+b^2|w|^2$. Your choice has $w=0$; the choice $v=U^\dagger u$ has $w=1$ and gives the exact energies.

### Spectrum and Ritz values by hand

Write
$$H=\begin{pmatrix} m & bU\\ bU^\dagger & -m\end{pmatrix},\qquad UU^\dagger=U^\dagger U=1,$$
with $m$ and $b$ real. The diagonal blocks of $H^2$ are $m^2+b^2UU^\dagger$ and $b^2U^\dagger U+m^2$, both equal to $m^2+b^2$. The off-diagonal blocks are $mbU-bUm=0$ and $bU^\dagger m-mbU^\dagger=0$. Hence $H^2=m^2+b^2$, and $Hx=Ex$ with $x\neq0$ forces $E^2=m^2+b^2$.

Both signs occur when $b\neq0$. Let $E^2=m^2+b^2$, take any $u\neq0$, and try $x=((E+m)u,\;bU^\dagger u)$. The components of $Hx$ are
$$m(E+m)u+b^2u=(mE+E^2)u=E(E+m)u,$$
$$b(E+m)U^\dagger u-mbU^\dagger u=E\,bU^\dagger u.$$
So $Hx=Ex$, and $x\neq0$ because its lower component is nonzero.

Now take the trial vectors $x_0=(u,0)$ and $x_1=(0,v)$ with $\|u\|=\|v\|=1$. They are orthonormal, and the matrix of elements $\langle x_i,Hx_j\rangle$ is
$$K=\begin{pmatrix} m & bw\\ b\bar w & -m\end{pmatrix}.$$
Its characteristic determinant is
$$(m-\theta)(-m-\theta)-b^2|w|^2=\theta^2-m^2-b^2|w|^2,$$
which gives the formula for $\theta$. If $|w|<1$ and $b\neq0$, then $\theta^2<m^2+b^2=E^2$, so $|\theta|<E$ for every positive eigenvalue $E$.

For $U=\sigma_x$ and $u=v=e_0=(1,0)$, we have $\sigma_xe_0=e_1=(0,1)$. Therefore $w=0$, $K=\mathrm{diag}(m,-m)$, and $m<\sqrt{m^2+b^2}$.

For the repair, put $v=U^\dagger u$. Then $\|v\|=1$ and $w=\langle u,UU^\dagger u\rangle=1$, so the equation for $\theta$ is the equation for $E$.

### The case $m=3$, $b=4$

With the upper components listed first,
$$H=\begin{pmatrix}3&0&0&4\\0&3&4&0\\0&4&-3&0\\4&0&0&-3\end{pmatrix},$$
and the eigenvalues are $\pm5$. Keeping $e_0$ in both blocks leaves $\mathrm{diag}(3,-3)$, with Ritz values $\pm3$. Keeping upper $e_0$ and lower $e_1$ leaves $\begin{pmatrix}3&4\\4&-3\end{pmatrix}$, with Ritz values $\pm5$. The intermediate choice $v=(4/5,3/5)$ has $w=3/5$, so $\theta^2=9+16\cdot\frac{9}{25}=14.76$ and $\theta\approx\pm3.84$.

### What the Lean statements say about the physics

`dirac m b U` is $H$, indexed by `n ⊕ n`: the left copy of `n` labels upper components and the right copy labels lower ones. For `pauliX` it describes a free Dirac particle at a fixed momentum $p>0$ along $x$, with `m` standing for the rest energy and `b` for $cp$. Unitarity enters as `U * Uᴴ = 1`; it means that $\|bUv\|=|b|$ for every normalised lower vector $v$.

`IsEigenvalue A E` says that the real number `E` has a nonzero complex eigenvector. It records no multiplicity. `compression H x` is the matrix of elements $\langle x_i,Hx_j\rangle$, conjugated in the first argument, and `trial u v` is the family $x_0,x_1$. The hypotheses `star u ⬝ᵥ u = 1` and `star v ⬝ᵥ v = 1` are the normalisation, which makes the eigenvalues of this matrix the Ritz values.

`variational_collapse` is your claim. It takes any real `m` and `b > 0`, and states five things:

- the formula for $H^2$;
- the compression $\mathrm{diag}(m,-m)$;
- that $m$ is a Ritz value;
- that $\sqrt{m^2+b^2}$ is an eigenvalue;
- that $m$ is below every positive eigenvalue.

`ritz_value_in_gap` is the general version under the hypothesis $|w|<1$. That hypothesis needs `n` to have at least two elements: with one upper and one lower component, the trial space is already the whole space. The gap in the theorem's name lies between the two levels $-\sqrt{m^2+b^2}$ and $\sqrt{m^2+b^2}$ of this matrix. It is wider than the Dirac gap of a free particle with all momenta allowed, which for $m>0$ runs from $-m$ to $m$; no Ritz value lies inside that one, because $\theta^2\ge m^2$. `kinetic_balance` is the repair.

The name "variational collapse" often refers to an optimisation that sinks towards a negative-energy continuum. Here the matrix is finite, and what fails is the expectation that a positive Ritz value cannot lie below the lowest positive energy. The ordinary Rayleigh-Ritz bound from the lowest eigenvalue, $-\sqrt{m^2+b^2}$, is respected. In relativistic electronic structure the result illustrates, for a finite one-particle model without an external potential, why upper and lower basis functions should be matched. The repair is exact here because the momentum is fixed, which makes the coupling a multiple of a unitary matrix. With a potential present, or with an upper function that mixes momenta of different magnitude, a balanced pair need not give exact energies.

One can also admit unnormalised trial vectors and solve $Kc=\theta Sc$ with the overlap matrix $S=\mathrm{diag}(\|u\|^2,\|v\|^2)$. For nonzero $u$ and $v$, the formula would then contain $|w|^2/(\|u\|^2\|v\|^2)$ in place of $|w|^2$. This is only a rescaling: the Ritz values are those of the normalised vectors $u/\|u\|$ and $v/\|v\|$.

### The complete Lean file

```lean
import Mathlib

open Matrix

namespace DiracVariationalCollapse

noncomputable section

variable {n : Type*} [Fintype n] [DecidableEq n]

/-- The Dirac-type Hamiltonian with mass `m` and upper-lower coupling `b U`. -/
def dirac (m b : ℝ) (U : Matrix n n ℂ) : Matrix (n ⊕ n) (n ⊕ n) ℂ :=
  fromBlocks ((m : ℂ) • 1) ((b : ℂ) • U) ((b : ℂ) • U)ᴴ (-((m : ℂ) • 1))

/-- The real number `E` is an eigenvalue of the matrix `A`. -/
def IsEigenvalue {N : Type*} [Fintype N] (A : Matrix N N ℂ) (E : ℝ) : Prop :=
  ∃ x : N → ℂ, x ≠ 0 ∧ A *ᵥ x = (E : ℂ) • x

/-- The matrix elements of `H` between the members of a trial family `x`. -/
def compression {N κ : Type*} [Fintype N] (H : Matrix N N ℂ) (x : κ → N → ℂ) :
    Matrix κ κ ℂ :=
  Matrix.of fun i j => star (x i) ⬝ᵥ (H *ᵥ x j)

/-- The trial family made of one purely upper vector `u` and one purely lower vector `v`. -/
def trial (u v : n → ℂ) : Fin 2 → (n ⊕ n) → ℂ :=
  ![Sum.elim u (0 : n → ℂ), Sum.elim (0 : n → ℂ) v]

/-- The Pauli matrix `σ_x`. -/
def pauliX : Matrix (Fin 2) (Fin 2) ℂ := !![0, 1; 1, 0]

/-- The action of the Hamiltonian on the upper and lower components of a state. -/
theorem dirac_mulVec (m b : ℝ) (U : Matrix n n ℂ) (p q : n → ℂ) :
    dirac m b U *ᵥ Sum.elim p q =
      Sum.elim ((m : ℂ) • p + (b : ℂ) • (U *ᵥ q)) ((b : ℂ) • (Uᴴ *ᵥ p) - (m : ℂ) • q) := by
  have hB : ((b : ℂ) • U)ᴴ = (b : ℂ) • Uᴴ := by simp [conjTranspose_smul]
  rw [dirac, hB, fromBlocks_mulVec]
  simp only [Sum.elim_comp_inl, Sum.elim_comp_inr, smul_mulVec, neg_mulVec, one_mulVec,
    sub_eq_add_neg]

/-- For unitary `U` the Hamiltonian squares to `m² + b²` times the identity. -/
theorem dirac_sq (m b : ℝ) {U : Matrix n n ℂ} (hU : U * Uᴴ = 1) :
    dirac m b U * dirac m b U = ((m : ℂ) ^ 2 + (b : ℂ) ^ 2) • 1 := by
  have hU' : Uᴴ * U = 1 := mul_eq_one_comm.1 hU
  have hB : ((b : ℂ) • U)ᴴ = (b : ℂ) • Uᴴ := by simp [conjTranspose_smul]
  rw [dirac, hB, fromBlocks_multiply, ← fromBlocks_one, fromBlocks_smul]
  -- the mass terms cancel in the off-diagonal blocks
  refine fromBlocks_inj.2 ⟨?_, ?_, ?_, ?_⟩ <;>
    simp only [Matrix.smul_mul, Matrix.mul_smul, Matrix.neg_mul, Matrix.mul_neg,
      Matrix.one_mul, Matrix.mul_one, hU, hU'] <;> module

/-- For unitary `U`, every eigenvalue `E` of the Hamiltonian satisfies `E² = m² + b²`. -/
theorem eigenvalue_sq {m b E : ℝ} {U : Matrix n n ℂ} (hU : U * Uᴴ = 1)
    (hE : IsEigenvalue (dirac m b U) E) : E ^ 2 = m ^ 2 + b ^ 2 := by
  obtain ⟨x, hx, h⟩ := hE
  have h2 : (dirac m b U * dirac m b U) *ᵥ x = ((E : ℂ) ^ 2) • x := by
    rw [← mulVec_mulVec, h, mulVec_smul, h, smul_smul, sq]
  rw [dirac_sq m b hU, smul_mulVec, one_mulVec] at h2
  have h3 : (m : ℂ) ^ 2 + (b : ℂ) ^ 2 = (E : ℂ) ^ 2 := smul_left_injective ℂ hx h2
  exact_mod_cast h3.symm

/-- For `b ≠ 0` and unitary `U` of nonzero size, the eigenvalues are exactly the real solutions of
`E² = m² + b²`. -/
theorem eigenvalue_iff [Nonempty n] {m b E : ℝ} (hb : b ≠ 0) {U : Matrix n n ℂ}
    (hU : U * Uᴴ = 1) : IsEigenvalue (dirac m b U) E ↔ E ^ 2 = m ^ 2 + b ^ 2 := by
  refine ⟨eigenvalue_sq hU, fun hE => ?_⟩
  have hE' : (E : ℂ) ^ 2 = (m : ℂ) ^ 2 + (b : ℂ) ^ 2 := by exact_mod_cast hE
  obtain ⟨u, hu⟩ := exists_ne (0 : n → ℂ)
  have h3 : U *ᵥ (Uᴴ *ᵥ u) = u := by rw [mulVec_mulVec, hU, one_mulVec]
  -- the lower component of the eigenvector is tied to the upper one by the coupling
  refine ⟨Sum.elim (((E : ℂ) + m) • u) ((b : ℂ) • (Uᴴ *ᵥ u)), fun h => ?_, ?_⟩
  · have h1 : (b : ℂ) • (Uᴴ *ᵥ u) = 0 := funext fun i => congrFun h (Sum.inr i)
    have h2 := (smul_eq_zero.1 h1).resolve_left (by exact_mod_cast hb)
    rw [h2, mulVec_zero] at h3
    exact hu h3.symm
  · rw [dirac_mulVec]
    simp only [mulVec_smul, h3]
    ext i
    rcases i with i | i
    · simp only [Sum.elim_inl, Pi.add_apply, Pi.smul_apply, smul_eq_mul]
      linear_combination (-(u i)) * hE'
    · simp only [Sum.elim_inr, Pi.sub_apply, Pi.smul_apply, smul_eq_mul]
      ring

/-- For normalised `u` and `v` the compressed Hamiltonian has diagonal `m, -m` and off-diagonal
elements `b` times the overlap of `u` with `U v` (upper right) and `b` times its complex conjugate
(lower left). -/
theorem compression_dirac (m b : ℝ) (U : Matrix n n ℂ) {u v : n → ℂ}
    (hu : star u ⬝ᵥ u = 1) (hv : star v ⬝ᵥ v = 1) :
    compression (dirac m b U) (trial u v) =
      !![(m : ℂ), b * (star u ⬝ᵥ (U *ᵥ v)); b * star (star u ⬝ᵥ (U *ᵥ v)), -(m : ℂ)] := by
  have hadj : star v ⬝ᵥ (Uᴴ *ᵥ u) = star (star u ⬝ᵥ (U *ᵥ v)) := by
    rw [Matrix.star_dotProduct, star_mulVec, conjTranspose_conjTranspose,
      ← Matrix.dotProduct_mulVec]
  have hdot : ∀ a c p q : n → ℂ,
      star (Sum.elim a c) ⬝ᵥ Sum.elim p q = star a ⬝ᵥ p + star c ⬝ᵥ q := by
    intro a c p q
    simp [dotProduct, Fintype.sum_sum_type]
  ext i j
  fin_cases i <;> fin_cases j
  · change star (Sum.elim u (0 : n → ℂ)) ⬝ᵥ (dirac m b U *ᵥ Sum.elim u (0 : n → ℂ)) = (m : ℂ)
    rw [dirac_mulVec, hdot]
    simp only [mulVec_zero, smul_zero, add_zero, star_zero, zero_dotProduct,
      dotProduct_smul, smul_eq_mul, hu, mul_one]
  · change star (Sum.elim u (0 : n → ℂ)) ⬝ᵥ (dirac m b U *ᵥ Sum.elim (0 : n → ℂ) v) =
      b * (star u ⬝ᵥ (U *ᵥ v))
    rw [dirac_mulVec, hdot]
    simp only [smul_zero, zero_add, add_zero, star_zero, zero_dotProduct,
      dotProduct_smul, smul_eq_mul]
  · change star (Sum.elim (0 : n → ℂ) v) ⬝ᵥ (dirac m b U *ᵥ Sum.elim u (0 : n → ℂ)) =
      b * star (star u ⬝ᵥ (U *ᵥ v))
    rw [dirac_mulVec, hdot]
    simp only [smul_zero, zero_add, sub_zero, star_zero, zero_dotProduct,
      dotProduct_smul, smul_eq_mul, hadj]
  · change star (Sum.elim (0 : n → ℂ) v) ⬝ᵥ (dirac m b U *ᵥ Sum.elim (0 : n → ℂ) v) = -(m : ℂ)
    rw [dirac_mulVec, hdot]
    simp only [mulVec_zero, smul_zero, zero_add, zero_sub, star_zero, zero_dotProduct,
      dotProduct_neg, dotProduct_smul, smul_eq_mul, hv, mul_one, mul_zero]

/-- For normalised `u` and `v`, the Ritz values are exactly the real `θ` with `θ² = m² + b² |w|²`,
where `w` is the overlap of `u` with `U v`. -/
theorem ritz_value_iff {m b θ : ℝ} {U : Matrix n n ℂ} {u v : n → ℂ}
    (hu : star u ⬝ᵥ u = 1) (hv : star v ⬝ᵥ v = 1) :
    IsEigenvalue (compression (dirac m b U) (trial u v)) θ ↔
      θ ^ 2 = m ^ 2 + b ^ 2 * ‖star u ⬝ᵥ (U *ᵥ v)‖ ^ 2 := by
  rw [compression_dirac m b U hu hv]
  generalize star u ⬝ᵥ (U *ᵥ v) = w
  have hw : w * star w = ((‖w‖ ^ 2 : ℝ) : ℂ) := by
    rw [← Complex.normSq_eq_norm_sq]
    exact Complex.mul_conj w
  have hM : !![(m : ℂ), b * w; b * star w, -(m : ℂ)] - (θ : ℂ) • (1 : Matrix (Fin 2) (Fin 2) ℂ)
      = !![(m : ℂ) - θ, b * w; b * star w, -(m : ℂ) - θ] := by
    ext i j
    fin_cases i <;> fin_cases j <;> simp
  -- the characteristic determinant of the two-by-two problem
  have hdet : (!![(m : ℂ), b * w; b * star w, -(m : ℂ)]
      - (θ : ℂ) • (1 : Matrix (Fin 2) (Fin 2) ℂ)).det
      = ((θ ^ 2 - (m ^ 2 + b ^ 2 * ‖w‖ ^ 2) : ℝ) : ℂ) := by
    rw [hM, det_fin_two_of]
    push_cast at hw ⊢
    linear_combination (-(b : ℂ) ^ 2) * hw
  rw [← sub_eq_zero (a := θ ^ 2), ← Complex.ofReal_eq_zero, ← hdet,
    ← exists_mulVec_eq_zero_iff]
  simp only [IsEigenvalue, sub_mulVec, smul_mulVec, one_mulVec, sub_eq_zero]

/-- Let `b ≠ 0`, let `U` be unitary and let `u` and `v` be normalised. If the overlap of `u` with `U
v` has modulus below one, every Ritz value is smaller in modulus than every positive eigenvalue. -/
theorem ritz_value_in_gap {m b θ E : ℝ} (hb : b ≠ 0) {U : Matrix n n ℂ} (hU : U * Uᴴ = 1)
    {u v : n → ℂ} (hu : star u ⬝ᵥ u = 1) (hv : star v ⬝ᵥ v = 1)
    (hw : ‖star u ⬝ᵥ (U *ᵥ v)‖ < 1)
    (hθ : IsEigenvalue (compression (dirac m b U) (trial u v)) θ)
    (hE : IsEigenvalue (dirac m b U) E) (hpos : 0 < E) : |θ| < E := by
  have h1 := (ritz_value_iff hu hv).1 hθ
  have h2 := eigenvalue_sq hU hE
  have hb2 : 0 < b ^ 2 := by positivity
  have hw2 : ‖star u ⬝ᵥ (U *ᵥ v)‖ ^ 2 < 1 := by
    nlinarith [norm_nonneg (star u ⬝ᵥ (U *ᵥ v))]
  refine abs_lt_of_sq_lt_sq ?_ hpos.le
  nlinarith [mul_pos hb2 (sub_pos.2 hw2)]

/-- Variational collapse for the coupling `b σ_x` with `b > 0`: the Hamiltonian squares to `m² + b²`
times the identity, its compression to the first upper and first lower basis vectors is `diag(m,
-m)`, and the Ritz value `m` lies below every positive eigenvalue, of which `√(m² + b²)` is one. -/
theorem variational_collapse (m : ℝ) {b : ℝ} (hb : 0 < b) :
    dirac m b pauliX * dirac m b pauliX = ((m : ℂ) ^ 2 + (b : ℂ) ^ 2) • 1 ∧
    compression (dirac m b pauliX) (trial ![1, 0] ![1, 0]) = !![(m : ℂ), 0; 0, -(m : ℂ)] ∧
    IsEigenvalue (compression (dirac m b pauliX) (trial ![1, 0] ![1, 0])) m ∧
    IsEigenvalue (dirac m b pauliX) (Real.sqrt (m ^ 2 + b ^ 2)) ∧
    ∀ E : ℝ, 0 < E → IsEigenvalue (dirac m b pauliX) E → m < E := by
  have hU : pauliX * pauliXᴴ = 1 := by
    ext i j
    fin_cases i <;> fin_cases j <;> simp [pauliX, Matrix.mul_apply, Fin.sum_univ_succ]
  have he : star (![1, 0] : Fin 2 → ℂ) ⬝ᵥ ![1, 0] = 1 := by
    simp [dotProduct, Fin.sum_univ_succ]
  -- the coupling does not connect the two chosen basis vectors
  have hw : star (![1, 0] : Fin 2 → ℂ) ⬝ᵥ (pauliX *ᵥ ![1, 0]) = 0 := by
    simp [pauliX, dotProduct, mulVec, Fin.sum_univ_succ]
  have hritz : IsEigenvalue (compression (dirac m b pauliX) (trial ![1, 0] ![1, 0])) m := by
    rw [ritz_value_iff he he, hw, norm_zero]
    ring
  refine ⟨dirac_sq m b hU, ?_, hritz, ?_, fun E hpos hE => ?_⟩
  · rw [compression_dirac m b pauliX he he, hw, star_zero, mul_zero]
  · exact (eigenvalue_iff hb.ne' hU).2 (Real.sq_sqrt (by positivity))
  · exact (le_abs_self m).trans_lt
      (ritz_value_in_gap hb.ne' hU he he (by rw [hw, norm_zero]; exact one_pos) hritz hE hpos)

/-- Kinetic balance, for `b ≠ 0`, unitary `U` and normalised `u`: if the lower trial vector is `U†
u`, the Ritz values are exactly the eigenvalues of the full Hamiltonian. -/
theorem kinetic_balance {m b θ : ℝ} (hb : b ≠ 0) {U : Matrix n n ℂ} (hU : U * Uᴴ = 1)
    {u : n → ℂ} (hu : star u ⬝ᵥ u = 1) :
    IsEigenvalue (compression (dirac m b U) (trial u (Uᴴ *ᵥ u))) θ ↔
      IsEigenvalue (dirac m b U) θ := by
  rcases isEmpty_or_nonempty n with h | h
  · simp [dotProduct] at hu
  have hw : star u ⬝ᵥ (U *ᵥ (Uᴴ *ᵥ u)) = 1 := by
    rw [mulVec_mulVec, hU, one_mulVec, hu]
  have hv : star (Uᴴ *ᵥ u) ⬝ᵥ (Uᴴ *ᵥ u) = 1 := by
    rw [star_mulVec, conjTranspose_conjTranspose, ← Matrix.dotProduct_mulVec, hw]
  rw [ritz_value_iff hu hv, eigenvalue_iff hb hU, hw, norm_one, one_pow, mul_one]

end

end DiracVariationalCollapse
```

```lean
#print axioms DiracVariationalCollapse.ritz_value_in_gap
-- 'DiracVariationalCollapse.ritz_value_in_gap' depends on axioms: [propext, Classical.choice, Quot.sound]
#print axioms DiracVariationalCollapse.variational_collapse
-- 'DiracVariationalCollapse.variational_collapse' depends on axioms: [propext, Classical.choice, Quot.sound]
#print axioms DiracVariationalCollapse.kinetic_balance
-- 'DiracVariationalCollapse.kinetic_balance' depends on axioms: [propext, Classical.choice, Quot.sound]
```

### How the proof follows the calculation

`dirac_mulVec` computes the upper and lower components of $H$ applied to a vector. `dirac_sq` multiplies the blocks, obtains $U^\dagger U=1$ from $UU^\dagger=1$ for square matrices, and compares the four blocks; `module` finishes each comparison.

`eigenvalue_sq` applies $H$ twice to an eigenvector and cancels the nonzero vector through `smul_left_injective`. The converse in `eigenvalue_iff` supplies the vector $((E+m)u,bU^\dagger u)$. If this vector were zero, then $U^\dagger u=0$ and hence $u=UU^\dagger u=0$, a contradiction. In the upper component, `linear_combination` uses $E^2=m^2+b^2$; the lower component is an identity that `ring` proves.

`compression_dirac` finds the four entries of $K$. Its auxiliary fact `hdot` splits an inner product into upper and lower parts, and `hadj` states $\langle v,U^\dagger u\rangle=\bar w$.

`ritz_value_iff` replaces the overlap by a single complex number `w` and computes the characteristic determinant in `hdet`. The lemma `exists_mulVec_eq_zero_iff` then turns a vanishing determinant into a nonzero vector annihilated by $K-\theta$. Unitarity is not used here, so the formula for the Ritz values holds for any square matrix $U$.

`ritz_value_in_gap` combines the formulas for $\theta^2$ and $E^2$. `nlinarith` proves $\theta^2<E^2$, and `abs_lt_of_sq_lt_sq` converts this to $|\theta|<E$.

`variational_collapse` checks that $\sigma_x$ is unitary, that $e_0$ is normalised and that $w=0$, and then applies the general theorems. Its last part is the chain $m\le|m|<E$.

`kinetic_balance` verifies $w=1$ and the normalisation of $U^\dagger u$, after which the criteria for Ritz values and for eigenvalues are the same equation. The empty index type is excluded first, since it has no normalised vector.
